# Two electrons on a triangle with equal positive hopping matrix elements and on-site repulsion have a triplet ground state

## Spin as exchange symmetry

Two electrons on three mutually linked sites can have total spin S = 0 or S = 1, and the question is which of the two has the lower ground energy. The model used here has no spin variable: spin enters only through the exchange symmetry of the spatial wave function ψ(x,y), where x and y are the sites of the two electrons. By the Pauli principle the complete wave function is antisymmetric. The spin singlet is antisymmetric, so its spatial part is symmetric; the spin triplet is symmetric, so its spatial part is antisymmetric.

For two electrons on an open chain with nearest-neighbour hopping, Lieb–Mattis ordering puts the lowest singlet below the lowest triplet. Take the chain 0–1–2 and add hopping between its ends. The chain becomes a triangle, hopping no longer links only consecutive sites of an open chain, and for three equal positive hopping matrix elements and on-site repulsion the order is reversed. This does not contradict the ordering theorem; it shows that the theorem does not extend to this closed chain.

## The Hamiltonian and its sign convention

The number t > 0 is the amplitude for an electron to move between the orbitals of two different sites. The number U > 0 is the Coulomb cost of two electrons in the same orbital. The Hamiltonian acts as

    (Hψ)(x,y) = t Σ_{x'≠x} ψ(x',y) + t Σ_{y'≠y} ψ(x,y') + U δ_xy ψ(x,y).

The matrix element is +t, whereas the usual Hubbard convention writes −t. On a triangle this matters: changing the sign of one site orbital flips two links at once, so the sign of the product of the three hopping elements is fixed.

A single electron has the levels 2t, −t and −t. Without repulsion, two electrons reach −2t both as a singlet and as a triplet. Repulsion leaves the triplet alone and, as shown below, lifts the lowest singlet energy above −2t.

## What the theorems say

`Wave` is the type of complex functions on pairs of sites, with the sites numbered 0, 1, 2. `IsSinglet` and `IsTriplet` are the symmetry conditions. The name `weight` stands for the squared norm N = Σ|ψ(x,y)|², and `expectation` is the real part of ⟨ψ,Hψ⟩ without normalisation. Their ratio is `rayleigh`.

The set `energies t U sector` contains the Rayleigh quotients of all nonzero states in a sector, so it is not the spectrum. Its least element is the sector's ground energy in the variational sense, and `IsLeast` says that this value is a lower bound and is attained.

For t > 0 and U > 0, `triplet_below_singlet` states three things:

- The lowest triplet energy is −2t.
- The lowest singlet energy is e = (U − t − √((U+t)² + 8t²))/2.
- The first is strictly below the second.

`singlet_above` adds that every nonzero singlet has a Rayleigh quotient strictly above −2t.

The step to a real three-centre molecule is the reduction to one orbital per site, equal hopping and purely on-site repulsion; the hypotheses do not justify it. In particular, there is no exchange integral between sites, and the name `TriangleDirectExchange` in the code should not be read as referring to one: the triplet lies lowest through hopping and on-site repulsion alone. Within this finite one-band model, an electronic-structure calculation restricted to S = 0 would miss the ground state.

## The energy as a sum of squares

Write C(y) = Σ_x ψ(x,y) for the column sums and R(x) = Σ_y ψ(x,y) for the row sums. Hopping to the other two sites is the full sum minus the term that stays put, so

    (Hψ)(x,y) = t C(y) + t R(x) − 2t ψ(x,y) + U δ_xy ψ(x,y).

Multiplying by the conjugate of ψ(x,y) and summing gives

    ⟨ψ,Hψ⟩ = t (Σ_y |C(y)|² + Σ_x |R(x)|²) + U Σ_x |ψ(x,x)|² − 2t N.

## The triplet reaches −2t

An antisymmetric ψ has ψ(x,x) = 0, so the U term vanishes. The remaining squares are nonnegative, and the energy is at least −2t N.

Equality holds for the state with amplitude 1/√6 on (0,1), (1,2), (2,0) and −1/√6 on the reversed pairs. All its row and column sums are zero.

## The singlet energy

For a symmetric state let d_i = ψ(i,i), and let b_i be the amplitude on the pair that omits site i:

    b₀ = ψ(1,2),  b₁ = ψ(0,2),  b₂ = ψ(0,1).

Put P = d₀ + d₁ + d₂ and B = b₀ + b₁ + b₂. When P = B = 0, the equation Hψ = eψ reduces to

    (U − e) d_i = 2t b_i,  (−t − e) b_i = t d_i.

A nonzero solution requires

    (U − e)(−t − e) = 2t²,

whose lower root is the stated e. To locate it, let s = √((U+t)² + 8t²). Clearly s > U + t. Also (U+3t)² − s² = 4Ut > 0, so s < U + 3t. Since e = (U − t − s)/2, it follows that

    −2t < e < −t.

It remains to show that no singlet lies below e. Real and imaginary parts contribute separately to the energy and the norm, so real amplitudes suffice. Row and column sums agree and equal d_i + B − b_i, and N = Σd_i² + 2Σb_i². Expanding the energy formula gives

    Q = ⟨ψ,Hψ⟩ − eN
      = (U−e) Σd_i² − 4t Σd_i b_i + 2(−t−e) Σb_i² + 4tPB + 2tB².

Let a = U − e, which is positive, and v_i = a d_i − 2t b_i. Multiplying by a and using a(−t−e) = 2t² gives

    aQ = Σv_i² + 4taPB + 2taB².

Now Σv_i² = (1/3) Σ_{i<j} (v_i − v_j)² + (1/3)(Σv_i)², with Σv_i = aP − 2tB. Collecting the terms in P and B yields

    aQ = (1/3) Σ_{i<j} (v_i − v_j)² + (1/3)(aP + 4tB)² + 2t(a − 2t)B².

Because 0 < −t − e < t, the relation a = 2t²/(−t−e) gives a > 2t. Every term is nonnegative, hence Q ≥ 0.

The value e is attained by d = (2t, −2t, 0) and b = (a, −a, 0), divided by √(8t² + 4a²) for unit norm. Here every v_i vanishes and P = B = 0, so Q = 0. Since e > −2t, every nonzero singlet lies strictly above the lowest triplet.

## What happens without repulsion

Keep t > 0 and drop the condition U > 0. The normalised singlet with

    ψ(0,0) = ψ(1,1) = 1/2,  ψ(0,1) = ψ(1,0) = −1/2

and all other amplitudes zero has vanishing row and column sums and double occupancy 1/2. Its energy is −2t + U/2. For U = 0 it ties with the lowest triplet, and for U < 0 it lies below. The strict bound on singlets therefore requires U > 0.

## The complete Lean file

```lean
import Mathlib

open ComplexConjugate

namespace TriangleDirectExchange

noncomputable section

/-- Spatial wave functions `ψ x y` of two electrons on three sites. -/
abbrev Wave := Fin 3 → Fin 3 → ℂ

/-- The hopping element between two sites: `+t` between any two different sites. -/
def hop (t : ℝ) (x y : Fin 3) : ℝ := if x = y then 0 else t

/-- The two-electron Hamiltonian: each electron hops, and a doubly occupied site costs `U`. -/
def hamiltonian (t U : ℝ) (ψ : Wave) : Wave := fun x y =>
  (∑ x', (hop t x x' : ℂ) * ψ x' y) + (∑ y', (hop t y y' : ℂ) * ψ x y')
    + (if x = y then (U : ℂ) else 0) * ψ x y

/-- The squared norm of a wave function. -/
def weight (ψ : Wave) : ℝ := ∑ x, ∑ y, Complex.normSq (ψ x y)

/-- The real part of `⟨ψ, H ψ⟩`, for a wave function that need not be normalised. -/
def expectation (t U : ℝ) (ψ : Wave) : ℝ :=
  (∑ x, ∑ y, conj (ψ x y) * hamiltonian t U ψ x y).re

/-- The Rayleigh quotient of a nonzero wave function. -/
def rayleigh (t U : ℝ) (ψ : Wave) : ℝ := expectation t U ψ / weight ψ

/-- A singlet has a symmetric spatial wave function. -/
def IsSinglet (ψ : Wave) : Prop := ∀ x y, ψ x y = ψ y x

/-- A triplet has an antisymmetric spatial wave function. -/
def IsTriplet (ψ : Wave) : Prop := ∀ x y, ψ x y = -ψ y x

/-- The Rayleigh quotients of all nonzero wave functions in a given spin sector. -/
def energies (t U : ℝ) (sector : Wave → Prop) : Set ℝ :=
  {E | ∃ ψ, ψ ≠ 0 ∧ sector ψ ∧ rayleigh t U ψ = E}

/-- A closed formula which, for `t, U > 0`, gives the lowest singlet energy (see `singlet_ground`).
-/
def singletEnergy (t U : ℝ) : ℝ := (U - t - √((U + t) ^ 2 + 8 * t ^ 2)) / 2

/-- The antisymmetric wave function with amplitude `1` on the pairs 01, 12 and 20. -/
def tripletState : Wave := ![![0, 1, -1], ![-1, 0, 1], ![1, -1, 0]]

/-- A symmetric trial function mixing doubly occupied sites (amplitudes `±2t`)
with singly occupied pairs (amplitudes `±a`). -/
def singletState (t a : ℝ) : Wave := fun x y =>
  ((![![2 * t, 0, -a], ![0, -(2 * t), a], ![-a, a, 0]] : Fin 3 → Fin 3 → ℝ) x y : ℂ)

/-- A nonzero wave function has positive squared norm. -/
theorem weight_pos {ψ : Wave} (h : ψ ≠ 0) : 0 < weight ψ := by
  obtain ⟨x, hx⟩ := Function.ne_iff.mp h
  obtain ⟨y, hy⟩ := Function.ne_iff.mp hx
  unfold weight
  exact Finset.sum_pos' (fun i _ => Finset.sum_nonneg fun j _ => Complex.normSq_nonneg _)
    ⟨x, Finset.mem_univ _, Finset.sum_pos' (fun j _ => Complex.normSq_nonneg _)
      ⟨y, Finset.mem_univ _, Complex.normSq_pos.mpr hy⟩⟩

/-- The energy expectation is `-2t` times the squared norm, plus `t` times the squared moduli
of all row and column sums of `ψ`, plus `U` times the double occupancy. -/
theorem expectation_eq (t U : ℝ) (ψ : Wave) :
    expectation t U ψ =
      t * (∑ y, Complex.normSq (∑ x, ψ x y) + ∑ x, Complex.normSq (∑ y, ψ x y))
        + U * ∑ x, Complex.normSq (ψ x x) - 2 * t * weight ψ := by
  simp only [expectation, hamiltonian, hop, weight, Fin.sum_univ_three, Complex.normSq_apply]
  simp
  ring

/-- For `t > 0` and any `U`, the lowest triplet energy is `-2t`. -/
theorem triplet_ground {t : ℝ} (U : ℝ) (ht : 0 < t) :
    IsLeast (energies t U IsTriplet) (-2 * t) := by
  constructor
  · have hne : tripletState ≠ 0 := by
      intro h
      have h01 := congrFun (congrFun h 0) 1
      simp [tripletState] at h01
    refine ⟨tripletState, hne, ?_, ?_⟩
    · intro x y
      fin_cases x <;> fin_cases y <;> simp [tripletState]
    · -- all row sums, column sums and diagonal entries vanish
      have hc : ∀ y, ∑ x, tripletState x y = 0 := by
        intro y
        fin_cases y <;> simp [tripletState, Fin.sum_univ_three]
      have hr : ∀ x, ∑ y, tripletState x y = 0 := by
        intro x
        fin_cases x <;> simp [tripletState, Fin.sum_univ_three]
      have hd : ∀ x, tripletState x x = 0 := by
        intro x
        fin_cases x <;> simp [tripletState]
      rw [rayleigh, div_eq_iff (weight_pos hne).ne', expectation_eq]
      simp only [hc, hr, hd, map_zero, Finset.sum_const_zero]
      ring
  · rintro E ⟨ψ, hne, hψ, rfl⟩
    -- the Pauli principle removes the interaction
    have h0 : ∀ x, ψ x x = 0 := fun x => by linear_combination (hψ x x) / 2
    have hp : 0 ≤ t * (∑ y, Complex.normSq (∑ x, ψ x y)
        + ∑ x, Complex.normSq (∑ y, ψ x y)) :=
      mul_nonneg ht.le (add_nonneg (Finset.sum_nonneg fun _ _ => Complex.normSq_nonneg _)
        (Finset.sum_nonneg fun _ _ => Complex.normSq_nonneg _))
    rw [rayleigh, le_div_iff₀ (weight_pos hne), expectation_eq]
    simp only [h0, map_zero, Finset.sum_const_zero]
    linarith

/-- For `t, U > 0` the singlet energy `e` solves `(U - e)(-t - e) = 2t²` and lies strictly
between `-2t` and `-t`. -/
theorem singletEnergy_spec {t U : ℝ} (ht : 0 < t) (hU : 0 < U) :
    (U - singletEnergy t U) * (-t - singletEnergy t U) = 2 * t ^ 2 ∧
      -2 * t < singletEnergy t U ∧ singletEnergy t U < -t := by
  have hs : √((U + t) ^ 2 + 8 * t ^ 2) ^ 2 = (U + t) ^ 2 + 8 * t ^ 2 :=
    Real.sq_sqrt (by positivity)
  have hs0 := Real.sqrt_nonneg ((U + t) ^ 2 + 8 * t ^ 2)
  unfold singletEnergy
  set s := √((U + t) ^ 2 + 8 * t ^ 2)
  have h1 : s < U + 3 * t :=
    lt_of_pow_lt_pow_left₀ 2 (by positivity) (by nlinarith [mul_pos ht hU])
  have h2 : U + t < s := lt_of_pow_lt_pow_left₀ 2 hs0 (by nlinarith [pow_pos ht 2])
  exact ⟨by linear_combination hs / 4, by linarith, by linarith⟩

/-- The singlet energy form, measured from `e`, is nonnegative for real amplitudes `d` (doubly
occupied sites) and `b` (pairs of sites), if `t > 0`, `U - e ≥ 2t` and
`(U - e)(-t - e) = 2t²`. -/
theorem singlet_form_nonneg {t U e : ℝ} (ht : 0 < t) (ha : 2 * t ≤ U - e)
    (h : (U - e) * (-t - e) = 2 * t ^ 2) (d₀ d₁ d₂ b₀ b₁ b₂ : ℝ) :
    0 ≤ (U - e) * (d₀ ^ 2 + d₁ ^ 2 + d₂ ^ 2) - 4 * t * (d₀ * b₀ + d₁ * b₁ + d₂ * b₂)
      + 2 * (-t - e) * (b₀ ^ 2 + b₁ ^ 2 + b₂ ^ 2)
      + 4 * t * (d₀ + d₁ + d₂) * (b₀ + b₁ + b₂) + 2 * t * (b₀ + b₁ + b₂) ^ 2 := by
  have hpos : 0 < U - e := by linarith
  refine (mul_nonneg_iff_of_pos_left hpos).mp ?_
  -- after multiplication by `U - e` the form is a sum of squares
  have key : 0 ≤ ((((U - e) * d₀ - 2 * t * b₀) - ((U - e) * d₁ - 2 * t * b₁)) ^ 2
      + (((U - e) * d₁ - 2 * t * b₁) - ((U - e) * d₂ - 2 * t * b₂)) ^ 2
      + (((U - e) * d₀ - 2 * t * b₀) - ((U - e) * d₂ - 2 * t * b₂)) ^ 2) / 3
      + ((U - e) * (d₀ + d₁ + d₂) + 4 * t * (b₀ + b₁ + b₂)) ^ 2 / 3
      + 2 * t * (U - e - 2 * t) * (b₀ + b₁ + b₂) ^ 2 := by
    have h2 : 0 ≤ U - e - 2 * t := by linarith
    positivity
  refine key.trans_eq ?_
  linear_combination (-2 * (b₀ ^ 2 + b₁ ^ 2 + b₂ ^ 2)) * h

/-- For `t, U > 0` the lowest singlet energy is `(U - t - √((U + t)² + 8t²)) / 2`. -/
theorem singlet_ground {t U : ℝ} (ht : 0 < t) (hU : 0 < U) :
    IsLeast (energies t U IsSinglet) (singletEnergy t U) := by
  obtain ⟨h, hlow, hup⟩ := singletEnergy_spec ht hU
  set e := singletEnergy t U
  constructor
  · have hne : singletState t (U - e) ≠ 0 := by
      intro h0
      have h00 := congrFun (congrFun h0 0) 0
      have : t = 0 := by simpa [singletState] using h00
      exact ht.ne' this
    refine ⟨singletState t (U - e), hne, ?_, ?_⟩
    · intro x y
      fin_cases x <;> fin_cases y <;> simp [singletState]
    · have hw : ∀ a, weight (singletState t a) = 8 * t ^ 2 + 4 * a ^ 2 := by
        intro a
        simp [weight, singletState, Fin.sum_univ_three, Complex.normSq_apply]
        ring
      have hE : ∀ a, expectation t U (singletState t a) =
          4 * t * (2 * t - a) ^ 2 + 8 * U * t ^ 2 - 2 * t * (8 * t ^ 2 + 4 * a ^ 2) := by
        intro a
        rw [expectation_eq, hw]
        simp [singletState, Fin.sum_univ_three, Complex.normSq_apply]
        ring
      rw [rayleigh, div_eq_iff (weight_pos hne).ne', hE, hw]
      linear_combination 4 * (U - e) * h
  · rintro E ⟨ψ, hne, hψ, rfl⟩
    have ha : 2 * t ≤ U - e := by nlinarith
    rw [rayleigh, le_div_iff₀ (weight_pos hne), expectation_eq]
    simp only [weight, Fin.sum_univ_three, Complex.normSq_apply, Complex.add_re,
      Complex.add_im, hψ 1 0, hψ 2 0, hψ 2 1]
    -- real and imaginary parts contribute separately
    linarith [singlet_form_nonneg ht ha h (ψ 0 0).re (ψ 1 1).re (ψ 2 2).re
        (ψ 1 2).re (ψ 0 2).re (ψ 0 1).re,
      singlet_form_nonneg ht ha h (ψ 0 0).im (ψ 1 1).im (ψ 2 2).im
        (ψ 1 2).im (ψ 0 2).im (ψ 0 1).im]

/-- On the triangle with hopping `+t`, `t > 0` and `U > 0`, the lowest triplet energy `-2t`
is strictly below the lowest singlet energy. -/
theorem triplet_below_singlet {t U : ℝ} (ht : 0 < t) (hU : 0 < U) :
    IsLeast (energies t U IsTriplet) (-2 * t) ∧
      IsLeast (energies t U IsSinglet) (singletEnergy t U) ∧
      -2 * t < singletEnergy t U :=
  ⟨triplet_ground U ht, singlet_ground ht hU, (singletEnergy_spec ht hU).2.1⟩

/-- For `t, U > 0` every nonzero singlet has Rayleigh quotient strictly above `-2t`. -/
theorem singlet_above {t U : ℝ} (ht : 0 < t) (hU : 0 < U) {ψ : Wave}
    (hne : ψ ≠ 0) (hψ : IsSinglet ψ) : -2 * t < rayleigh t U ψ :=
  (singletEnergy_spec ht hU).2.1.trans_le ((singlet_ground ht hU).2 ⟨ψ, hne, hψ, rfl⟩)

end

end TriangleDirectExchange
```

```lean
#print axioms TriangleDirectExchange.triplet_below_singlet
-- 'TriangleDirectExchange.triplet_below_singlet' depends on axioms: [propext, Classical.choice, Quot.sound]
#print axioms TriangleDirectExchange.singlet_above
-- 'TriangleDirectExchange.singlet_above' depends on axioms: [propext, Classical.choice, Quot.sound]
```

## From the algebra to the Lean proof

`weight_pos` finds a nonzero amplitude and concludes that the squared norm is positive. This allows the later proofs to multiply a Rayleigh quotient by its denominator.

`expectation_eq` is the row-and-column formula. The sums over three sites are written out in real and imaginary parts, and `ring` compares the two sides.

`triplet_ground` has two halves, as `IsLeast` demands. For attainment, `fin_cases` checks the row sums, column sums and diagonal of `tripletState`, which is the triplet state given above without its factor 1/√6. For the lower bound, antisymmetry at equal sites gives `h0`, the vanishing diagonal, and `hp` records that the hopping squares are nonnegative. The sign of U plays no part, so this theorem holds for any real U.

`singletEnergy_spec` proves the quadratic relation and the two bounds on e. The inequalities `h1` and `h2` compare s with U + 3t and U + t through their squares, as in the derivation.

`singlet_form_nonneg` is the statement Q ≥ 0 for real amplitudes. It first multiplies by U − e. The intermediate claim `key` is the sum of squares, which `positivity` accepts once U − e − 2t is known to be nonnegative. The closing `linear_combination` uses the quadratic relation, multiplied by −2Σb_i², to identify that sum with aQ.

`singlet_ground` joins the pieces. Its trial function `singletState t (U - e)` is the unnormalised state given above. The auxiliary facts `hw` and `hE` compute its squared norm and energy for a general second amplitude, and the quadratic relation then gives the quotient e. For the lower bound, `nlinarith` derives 2t ≤ U − e, symmetry removes the duplicate amplitudes, and `singlet_form_nonneg` is applied once to the real parts and once to the imaginary parts.

`triplet_below_singlet` collects the two minima and the inequality −2t < e. `singlet_above` chains that inequality with the lower bound for an arbitrary nonzero singlet.
